# Spectrum and minimum gap of the Landau-Zener Hamiltonian

## Question

To say in Lean that a matrix "has exactly these eigenvalues" one has to choose what an eigenvalue is and over which field it is sought, and one has to choose whether "the gap" is a property extracted from the spectrum or a formula that is afterwards tied to it. I would like to see these choices made sensibly for the two-state model

    H(t) = ( a t     V  )
           (  V    −a t )

with real a, V and t. The physical claim is that the adiabatic energies are ±√(a²t² + V²), that the gap between them never falls below 2|V|, and that for a nonzero sweep rate a this minimum is reached only at the diabatic crossing t = 0. How can this be stated and proved in Lean 4 with Mathlib, and does it survive when the coupling is complex?

## Answer

The Landau-Zener result proper gives the probability of a nonadiabatic transition from the time-dependent Schrödinger equation, whereas what is proved below concerns only the instantaneous spectrum of H(t) at each fixed t. That spectrum is the standard picture of an avoided crossing between two electronic states, and the square of its minimum gap, set against ħ times the sweep rate, determines the Landau-Zener probability. The model is the simplified one with two states, diabatic energies exactly linear in t, and a constant coupling.

### Modelling choices

An eigenvalue is defined directly by the eigenvector equation. `IsEigenvalue A μ` says that some vector `v` with `v ≠ 0` satisfies `A *ᵥ v = μ • v`, where `*ᵥ` is the matrix-vector product and `•` is multiplication by a scalar. The definition is written for a square matrix over any field `K` with any finite index type `n`, so that the same notion serves the real and the complex Hamiltonian. The eigenvalue μ and the entries of v lie in the same field as the matrix entries: for the real Hamiltonian the statement is about real μ and real vectors, for the complex one about complex μ and complex vectors. The vector is not required to be normalised.

"Exactly the eigenvalues E₊ and E₋" becomes an equality of sets. The left side is the set of all μ with `IsEigenvalue (hamiltonian a V t) μ`, the right side is the set with the two listed elements. The equality contains both directions: every eigenvalue is one of the two numbers, and each of the two numbers is an eigenvalue. A set does not record multiplicity, so when E₊ = E₋ = 0 the right side is the one-element set {0} and the statement is still correct.

The Hamiltonian `hamiltonian a V t` is the matrix `!![a * t, V; V, -(a * t)]`, with rows separated by the semicolon and indices in `Fin 2`. The basis is the diabatic one. The diabatic energies are +a t and −a t, so the zero of energy is their mean, the matrix is traceless, the diabatic splitting is 2|a t|, and the difference of the two diabatic slopes is 2a. The variable t is an ordinary real parameter. It may be read as time or as a reaction coordinate; no derivative with respect to t is taken, and ħ does not appear. No sign is assumed for a, V or t.

The adiabatic energies are introduced as formulas. `upperEnergy a V t` is the nonnegative root √(a²t² + V²), `lowerEnergy a V t` is its negative, and `gap a V t` is the first minus the second. The definition of `gap` does not mention the matrix. It acquires its meaning as a spectral gap from the set equality, which stands as the first clause of the same theorem as the inequalities. That the difference is taken in the right order follows from the bound 2|V| ≤ gap, whose left side is nonnegative.

For complex coupling, `complexHamiltonian a V t` has V above the diagonal and `conj V` below it, while a and t stay real. The modulus |V| is written `‖V‖`, and the same three real-valued functions are reused with `‖V‖` in the place of V.

### Derivation by hand

Write E₊ = √(a²t² + V²) and E₋ = −E₊.

The first step is the secular equation. The equation A v = μ v is the same as

    (A − μ1) v = 0.

If det(A − μ1) ≠ 0, the matrix A − μ1 is invertible and the only solution is v = 0. If det(A − μ1) = 0, its columns are linearly dependent, and the coefficients of a dependence form a nonzero solution v. Hence μ is an eigenvalue if and only if det(A − μ1) = 0.

The second step evaluates the determinant for a traceless matrix with diagonal entries p, −p and off-diagonal entries q, r:

    det = (p − μ)(−p − μ) − q r = μ² − p² − q r = μ² − (p² + q r).

For H(t) one has p = a t and q = r = V. The radicand a²t² + V² is nonnegative, so E₊² = a²t² + V², and

    det(H − μ1) = μ² − E₊² = (μ − E₊)(μ + E₊) = (μ − E₊)(μ − E₋).

A product of two real numbers vanishes if and only if one factor does, so the eigenvalues are E₊ and E₋ and there are no others.

The gap is

    gap = E₊ − E₋ = 2E₊.

Since a²t² ≥ 0, one has V² ≤ a²t² + V², and taking nonnegative roots gives |V| ≤ E₊, that is

    2|V| ≤ gap.

For the case of equality, suppose gap = 2|V|. Then E₊ = |V|, and squaring gives

    V² = a²t² + V²,

so (a t)² = 0 and a t = 0. Conversely, if a t = 0 then a²t² + V² = V², so E₊ = √(V²) = |V| and gap = 2|V|. Therefore

    gap = 2|V|  ⇔  a t = 0.

The product a t vanishes if and only if a = 0 or t = 0. For a ≠ 0 only t = 0 remains.

The gap closes under two conditions. If gap = 0, then 0 ≤ 2|V| ≤ gap = 0 forces V = 0; then gap = 0 = 2|V| is the equality case, which gives a t = 0. Conversely, a t = 0 gives gap = 2|V|, and this is zero for V = 0.

Away from the crossing put x = |a t| > 0, so that E₊² = x² + V². From x² ≤ x² + V² it follows that x ≤ E₊, so gap − 2x = 2(E₊ − x) ≥ 0. For the upper bound substitute V² = E₊² − x²:

    V² − 2x(E₊ − x) = E₊² − x² − 2xE₊ + 2x² = (E₊ − x)² ≥ 0.

Dividing by x > 0 gives

    0 ≤ gap − 2|a t| ≤ V² / |a t|.

For complex V the matrix with V above and V* below the diagonal equals its conjugate transpose, because the diagonal entries are real and the off-diagonal entries are conjugates of each other. The determinant formula holds over ℂ with q = V and r = V*, and q r = V V* = |V|². Thus

    det(H − μ1) = μ² − (a²t² + |V|²) = (μ − E₊)(μ − E₋),   E₊ = √(a²t² + |V|²),

now for complex μ. The complex numbers have no zero divisors either, so the eigenvalues are the two real numbers ±E₊. The bound and the equality case are those of the real problem with the nonnegative real coupling |V|.

### The Lean file

```lean
import Mathlib

open Matrix ComplexConjugate

namespace LandauZenerSpectrum

noncomputable section

/-- `μ` is an eigenvalue of `A`: some nonzero vector `v` satisfies `A v = μ v`. -/
def IsEigenvalue {n K : Type*} [Fintype n] [Field K] (A : Matrix n n K) (μ : K) : Prop :=
  ∃ v : n → K, v ≠ 0 ∧ A *ᵥ v = μ • v

/-- The Landau-Zener Hamiltonian in the diabatic basis, with diabatic energies `± a t`
and real coupling `V`. -/
def hamiltonian (a V t : ℝ) : Matrix (Fin 2) (Fin 2) ℝ :=
  !![a * t, V; V, -(a * t)]

/-- The Landau-Zener Hamiltonian with a complex coupling `V` and its conjugate
off the diagonal. -/
def complexHamiltonian (a : ℝ) (V : ℂ) (t : ℝ) : Matrix (Fin 2) (Fin 2) ℂ :=
  !![((a * t : ℝ) : ℂ), V; conj V, -((a * t : ℝ) : ℂ)]

/-- The upper adiabatic energy `√(a² t² + V²)`. -/
def upperEnergy (a V t : ℝ) : ℝ := Real.sqrt (a ^ 2 * t ^ 2 + V ^ 2)

/-- The lower adiabatic energy `-√(a² t² + V²)`. -/
def lowerEnergy (a V t : ℝ) : ℝ := -upperEnergy a V t

/-- The adiabatic gap: upper minus lower adiabatic energy. -/
def gap (a V t : ℝ) : ℝ := upperEnergy a V t - lowerEnergy a V t

/-- The secular equation: `μ` is an eigenvalue of `A` exactly when `det (A - μ 1) = 0`. -/
theorem isEigenvalue_iff_det {n K : Type*} [Fintype n] [DecidableEq n] [Field K]
    (A : Matrix n n K) (μ : K) :
    IsEigenvalue A μ ↔ (A - μ • (1 : Matrix n n K)).det = 0 := by
  have key : ∀ v : n → K, (A - μ • (1 : Matrix n n K)) *ᵥ v = A *ᵥ v - μ • v := by
    intro v
    rw [Matrix.sub_mulVec, Matrix.smul_mulVec, Matrix.one_mulVec]
  -- a square matrix has a nontrivial kernel iff its determinant vanishes
  rw [← Matrix.exists_mulVec_eq_zero_iff]
  simp only [IsEigenvalue, key, sub_eq_zero]

/-- The secular determinant of a traceless two-state matrix `[[p, q], [r, -p]]`
is `μ² - (p² + q r)`. -/
theorem det_traceless {K : Type*} [CommRing K] (p q r μ : K) :
    (!![p, q; r, -p] - μ • (1 : Matrix (Fin 2) (Fin 2) K)).det = μ ^ 2 - (p ^ 2 + q * r) := by
  have h : !![p, q; r, -p] - μ • (1 : Matrix (Fin 2) (Fin 2) K)
      = !![p - μ, q; r, -p - μ] := by
    ext i j
    fin_cases i <;> fin_cases j <;> simp
  rw [h, Matrix.det_fin_two_of]
  ring

/-- The square of the upper adiabatic energy is `a² t² + V²`. -/
theorem upperEnergy_sq (a V t : ℝ) : upperEnergy a V t ^ 2 = a ^ 2 * t ^ 2 + V ^ 2 := by
  unfold upperEnergy
  exact Real.sq_sqrt (by positivity)

/-- The secular determinant of the Landau-Zener Hamiltonian factorises as
`(μ - E₊) (μ - E₋)`. -/
theorem secular_factorisation (a V t μ : ℝ) :
    (hamiltonian a V t - μ • (1 : Matrix (Fin 2) (Fin 2) ℝ)).det
      = (μ - upperEnergy a V t) * (μ - lowerEnergy a V t) := by
  have h := upperEnergy_sq a V t
  refine (det_traceless (a * t) V V μ).trans ?_
  unfold lowerEnergy
  linear_combination h

/-- The eigenvalues of the Landau-Zener Hamiltonian are exactly the two
adiabatic energies. -/
theorem eigenvalues_hamiltonian (a V t : ℝ) :
    {μ : ℝ | IsEigenvalue (hamiltonian a V t) μ} = {upperEnergy a V t, lowerEnergy a V t} := by
  ext μ
  have h : IsEigenvalue (hamiltonian a V t) μ ↔
      (hamiltonian a V t - μ • (1 : Matrix (Fin 2) (Fin 2) ℝ)).det = 0 :=
    isEigenvalue_iff_det _ _
  rw [secular_factorisation, mul_eq_zero, sub_eq_zero, sub_eq_zero] at h
  simp only [Set.mem_ofPred_eq, Set.mem_insert_iff, Set.mem_singleton_iff]
  exact h

/-- The gap is twice the upper adiabatic energy. -/
theorem gap_eq (a V t : ℝ) : gap a V t = 2 * upperEnergy a V t := by
  unfold gap lowerEnergy
  ring

/-- The gap is at least `2 |V|` at all times. -/
theorem two_abs_le_gap (a V t : ℝ) : 2 * |V| ≤ gap a V t := by
  have h0 : 0 ≤ a ^ 2 * t ^ 2 := by positivity
  have h : |V| ≤ upperEnergy a V t := by
    unfold upperEnergy
    exact Real.abs_le_sqrt (by linarith)
  rw [gap_eq]
  linarith

/-- The gap equals `2 |V|` exactly when the diabatic energy `a t` vanishes. -/
theorem gap_eq_two_abs_iff (a V t : ℝ) : gap a V t = 2 * |V| ↔ a * t = 0 := by
  rw [gap_eq]
  constructor
  · intro h
    -- squaring `E₊ = |V|` leaves `(a t)² = 0`
    have hE : upperEnergy a V t = |V| := by linarith
    have hs := upperEnergy_sq a V t
    rw [hE, sq_abs] at hs
    have h2 : (a * t) * (a * t) = 0 := by linear_combination (-1 : ℝ) * hs
    exact mul_self_eq_zero.mp h2
  · intro h
    have h2 : a ^ 2 * t ^ 2 + V ^ 2 = V ^ 2 := by linear_combination (a * t) * h
    unfold upperEnergy
    rw [h2, Real.sqrt_sq_eq_abs]

/-- The eigenvalues of the Landau-Zener Hamiltonian are exactly `± √(a² t² + V²)`, their gap
is at least `2 |V|`, and for a nonzero sweep rate `a` it equals `2 |V|` exactly at `t = 0`. -/
theorem avoided_crossing (a V t : ℝ) :
    {μ : ℝ | IsEigenvalue (hamiltonian a V t) μ} = {upperEnergy a V t, lowerEnergy a V t} ∧
      2 * |V| ≤ gap a V t ∧ (a ≠ 0 → (gap a V t = 2 * |V| ↔ t = 0)) := by
  refine ⟨eigenvalues_hamiltonian a V t, two_abs_le_gap a V t, fun ha => ?_⟩
  rw [gap_eq_two_abs_iff, mul_eq_zero]
  exact or_iff_right ha

/-- The gap vanishes exactly when both the diabatic energy `a t` and the coupling `V`
vanish. -/
theorem gap_eq_zero_iff (a V t : ℝ) : gap a V t = 0 ↔ a * t = 0 ∧ V = 0 := by
  constructor
  · intro h
    have h1 := two_abs_le_gap a V t
    have h2 := abs_nonneg V
    have h3 : |V| = 0 := by linarith
    refine ⟨(gap_eq_two_abs_iff a V t).mp (by linarith), abs_eq_zero.mp h3⟩
  · rintro ⟨h1, h2⟩
    rw [(gap_eq_two_abs_iff a V t).mpr h1, h2]
    simp

/-- For `a t ≠ 0` the gap exceeds the diabatic splitting `2 |a t|` by an amount between
`0` and `V² / |a t|`. -/
theorem gap_sub_diabatic_bounds (a V t : ℝ) (h : a * t ≠ 0) :
    0 ≤ gap a V t - 2 * |a * t| ∧ gap a V t - 2 * |a * t| ≤ V ^ 2 / |a * t| := by
  have hx : 0 < |a * t| := abs_pos.mpr h
  have h1 : |a * t| ≤ upperEnergy a V t := by
    unfold upperEnergy
    exact Real.abs_le_sqrt (by nlinarith [sq_nonneg V])
  have hs := upperEnergy_sq a V t
  have hx2 : |a * t| ^ 2 = a ^ 2 * t ^ 2 := by
    rw [sq_abs]
    ring
  rw [gap_eq]
  refine ⟨by linarith, ?_⟩
  rw [le_div_iff₀ hx]
  -- `V² - 2 x (E₊ - x) = (E₊ - x)²` with `x = |a t|`
  nlinarith [sq_nonneg (upperEnergy a V t - |a * t|)]

/-- With complex coupling the Hamiltonian is Hermitian and its complex eigenvalues are exactly
`± √(a² t² + |V|²)`; their gap is at least `2 |V|`, with equality for `a ≠ 0` exactly
at `t = 0`. -/
theorem avoided_crossing_complex (a : ℝ) (V : ℂ) (t : ℝ) :
    (complexHamiltonian a V t).IsHermitian ∧
      {μ : ℂ | IsEigenvalue (complexHamiltonian a V t) μ}
        = {((upperEnergy a ‖V‖ t : ℝ) : ℂ), ((lowerEnergy a ‖V‖ t : ℝ) : ℂ)} ∧
      2 * ‖V‖ ≤ gap a ‖V‖ t ∧ (a ≠ 0 → (gap a ‖V‖ t = 2 * ‖V‖ ↔ t = 0)) := by
  have hm := (avoided_crossing a ‖V‖ t).2
  rw [abs_of_nonneg (norm_nonneg V)] at hm
  refine ⟨?_, ?_, hm⟩
  · refine Matrix.IsHermitian.ext fun i j => ?_
    fin_cases i <;> fin_cases j <;> simp [complexHamiltonian]
  · ext μ
    have hd : (complexHamiltonian a V t - μ • (1 : Matrix (Fin 2) (Fin 2) ℂ)).det
        = μ ^ 2 - (((a * t : ℝ) : ℂ) ^ 2 + V * conj V) :=
      det_traceless ((a * t : ℝ) : ℂ) V (conj V) μ
    -- only the modulus of the coupling enters the secular determinant
    have hV : V * conj V = ((‖V‖ : ℝ) : ℂ) ^ 2 := by
      rw [Complex.mul_conj, Complex.normSq_eq_norm_sq, Complex.ofReal_pow]
    have hs : ((upperEnergy a ‖V‖ t : ℝ) : ℂ) ^ 2
        = (a : ℂ) ^ 2 * (t : ℂ) ^ 2 + ((‖V‖ : ℝ) : ℂ) ^ 2 := by
      exact_mod_cast upperEnergy_sq a ‖V‖ t
    have hl : ((lowerEnergy a ‖V‖ t : ℝ) : ℂ) = -((upperEnergy a ‖V‖ t : ℝ) : ℂ) := by
      unfold lowerEnergy
      exact Complex.ofReal_neg _
    have hf : (complexHamiltonian a V t - μ • (1 : Matrix (Fin 2) (Fin 2) ℂ)).det
        = (μ - ((upperEnergy a ‖V‖ t : ℝ) : ℂ)) * (μ - ((lowerEnergy a ‖V‖ t : ℝ) : ℂ)) := by
      rw [hd, hV, hl, Complex.ofReal_mul]
      linear_combination hs
    have h : IsEigenvalue (complexHamiltonian a V t) μ ↔
        (complexHamiltonian a V t - μ • (1 : Matrix (Fin 2) (Fin 2) ℂ)).det = 0 :=
      isEigenvalue_iff_det _ _
    rw [hf, mul_eq_zero, sub_eq_zero, sub_eq_zero] at h
    simp only [Set.mem_ofPred_eq, Set.mem_insert_iff, Set.mem_singleton_iff]
    exact h

end

end LandauZenerSpectrum
```

```lean
#print axioms LandauZenerSpectrum.eigenvalues_hamiltonian
-- 'LandauZenerSpectrum.eigenvalues_hamiltonian' depends on axioms: [propext, Classical.choice, Quot.sound]
#print axioms LandauZenerSpectrum.gap_eq_zero_iff
-- 'LandauZenerSpectrum.gap_eq_zero_iff' depends on axioms: [propext, Classical.choice, Quot.sound]
#print axioms LandauZenerSpectrum.gap_sub_diabatic_bounds
-- 'LandauZenerSpectrum.gap_sub_diabatic_bounds' depends on axioms: [propext, Classical.choice, Quot.sound]
#print axioms LandauZenerSpectrum.avoided_crossing_complex
-- 'LandauZenerSpectrum.avoided_crossing_complex' depends on axioms: [propext, Classical.choice, Quot.sound]
```

### The statements in words

The theorem `avoided_crossing` holds for all real a, V and t and has three clauses. The set of real eigenvalues of `hamiltonian a V t` equals `{upperEnergy a V t, lowerEnergy a V t}`. The inequality `2 * |V| ≤ gap a V t` holds. If `a ≠ 0`, then `gap a V t = 2 * |V| ↔ t = 0`. The hypothesis on a governs only the third clause; the spectrum and the lower bound need no assumption. The third clause is an equivalence, so it says both that the value 2|V| is reached at t = 0 and that it is reached nowhere else.

`gap_eq_zero_iff` says that the gap is zero if and only if a t = 0 and V = 0, with no hypothesis on the three real parameters. `gap_sub_diabatic_bounds` assumes `a * t ≠ 0` and places the excess of the adiabatic gap over the diabatic splitting 2|a t| between 0 and V²/|a t|.

`avoided_crossing_complex` takes real a and t and complex V. It states that `complexHamiltonian a V t` satisfies `IsHermitian`, that its set of complex eigenvalues consists of the two real energies evaluated at `‖V‖` and embedded in ℂ, that `2 * ‖V‖ ≤ gap a ‖V‖ t`, and that for a ≠ 0 equality holds exactly at t = 0. Hermiticity is a conclusion here and is not used to obtain the spectrum: the eigenvalues come out real because the determinant factorises with real roots. The vanishing criterion and the two-sided bound are stated for a real coupling parameter only and are not repeated as clauses of the complex theorem.

The statements do not cover eigenvectors, the mixing angle, multiplicities, nonadiabatic coupling, time evolution or transition probabilities. They do not cover more than two states, diabatic energies with nonzero mean, or the position of the minimum gap when the coupling depends on t. Only `isEigenvalue_iff_det` is general in the dimension, and that dimension is finite.

### How the proof follows the derivation

`isEigenvalue_iff_det` is the secular equation. The auxiliary identity `key` expands (A − μ1)v into A v − μ v. The Mathlib lemma `Matrix.exists_mulVec_eq_zero_iff` supplies the equivalence between a nonzero kernel vector and a vanishing determinant, which is the linear-algebra argument of the first step. After rewriting with it, `key` and `sub_eq_zero` turn (A − μ1)v = 0 into A v = μ v.

`det_traceless` first writes the shifted matrix explicitly as `!![p - μ, q; r, -p - μ]` by checking the four entries, then applies the 2×2 formula `Matrix.det_fin_two_of` and lets `ring` expand the product. It is stated over any commutative ring and with independent q and r, which allows one lemma to be used with q = r = V over ℝ and with q = V, r = V* over ℂ.

`upperEnergy_sq` is E₊² = a²t² + V², from `Real.sq_sqrt` with `positivity` providing the sign of the radicand. `secular_factorisation` inserts p = a t and q = r = V into `det_traceless`. The remaining goal is μ² − ((a t)² + V·V) = (μ − E₊)(μ + E₊), and `linear_combination h` checks that the difference of its two sides equals E₊² − (a²t² + V²), which vanishes by `upperEnergy_sq`. In `eigenvalues_hamiltonian` the set equality is reduced to an equivalence for a single μ; the determinant is replaced by the product, `mul_eq_zero` splits it into two cases, and `sub_eq_zero` reads these as μ = E₊ or μ = E₋, which is membership in the two-element set.

`gap_eq` is gap = 2E₊. In `two_abs_le_gap` the lemma `Real.abs_le_sqrt` performs the step of taking roots: from V² ≤ a²t² + V² it yields |V| ≤ E₊. `gap_eq_two_abs_iff` has the two directions of the hand argument. Forwards, `hE` is E₊ = |V|, substituting it into `upperEnergy_sq` gives V² = a²t² + V², the line `h2` rearranges this to `(a * t) * (a * t) = 0`, and `mul_self_eq_zero` removes the square. Backwards, a t = 0 multiplied by a t gives a²t² + V² = V², and `Real.sqrt_sq_eq_abs` is √(V²) = |V|. The main theorem `avoided_crossing` collects these results; in its third clause a t = 0 is split into a = 0 or t = 0 and `or_iff_right ha` discards the first alternative.

`gap_eq_zero_iff` squeezes |V| between 0 and 0 in `h3` and then calls the equality case, as by hand. In `gap_sub_diabatic_bounds`, `h1` is x ≤ E₊ and gives the lower bound. For the upper bound `le_div_iff₀ hx` clears the denominator using x > 0, and `nlinarith` is handed the square (E₊ − x)² as a hint; together with `hs` and `hx2` this is the identity displayed in the derivation.

`avoided_crossing_complex` takes its last two clauses from `avoided_crossing` applied with the real coupling `‖V‖`, after removing the absolute value from a nonnegative number. Hermiticity is checked entry by entry. For the spectrum, `hd` is the traceless determinant, `hV` is V V* = |V|², `hs` and `hl` carry E₊² = a²t² + |V|² and E₋ = −E₊ over to ℂ, and `hf` is the factorisation. The ending is the same as in the real case.

### The hypotheses and further remarks

The condition a ≠ 0 cannot be dropped from the equality case. For a = 0 the product a t is zero at every t, so `gap_eq_two_abs_iff` gives gap = 2|V| for all t, for instance at t = 1. The condition a t ≠ 0 in the two-sided bound is needed as well: at a t = 0 the quotient V²/|a t| has no meaning, Lean assigns it the value 0, and the upper bound would read 2|V| ≤ 0, which is false for V ≠ 0.

The criterion `gap_eq_zero_iff` shows, within this two-state model, that a degeneracy requires the diagonal difference and the coupling to vanish together. For fixed V ≠ 0 the two adiabatic curves therefore never meet as t varies.

Three observations go beyond what the file establishes and are given as hand arguments only. First, the conjugate below the diagonal matters: with the entry i in both off-diagonal positions the secular equation is μ² = a²t² − 1, so the eigenvalues coincide at a t = ±1 and are imaginary for |a t| < 1, although the coupling has modulus 1. Second, the upper bound V²/|a t| is the shift of the gap in second-order perturbation theory in V, where each level moves by V²/(2|a t|) away from the other; the theorem gives the inequality, and the identification rests on expanding the square root. Third, a real symmetric 2×2 matrix with diagonal entries ε₁ and ε₂ differs from a traceless one by the multiple (ε₁ + ε₂)/2 of the identity, which shifts both eigenvalues equally and leaves the gap unchanged, so the formulas carry over with (ε₁ − ε₂)/2 in the place of a t.
